# The real part of a complex polynomial on the real energy axis is a real polynomial of no larger degree

When a polynomial with complex coefficients is evaluated at a real energy, its real part is again a polynomial in that energy, now with real coefficients. The declaration states that for every complex polynomial `p` there is a real polynomial `q`, of degree at most that of `p`, with `q(x) = Re p(x)` for every real `x`. Here the degree is `natDegree`, which counts the zero polynomial as having degree 0; no Hamiltonian or other physical model is assumed. The attempt builds `q` from the real parts of the coefficients of `p`, bounds the degree of each term, and then compares the two evaluated sums term by term.

The first attempt, which Lean rejects:

```lean
import Mathlib

open Polynomial
open scoped Real

namespace ExistsRealPart

noncomputable section

/-- On the real energy axis the real part of a complex polynomial is a real polynomial of no
larger degree. -/
theorem exists_realPart (p : ℂ[X]) :
    ∃ q : ℝ[X], q.natDegree ≤ p.natDegree ∧ ∀ x : ℝ, q.eval x = (p.eval (x : ℂ)).re := by
  refine ⟨∑ i ∈ Finset.range (p.natDegree + 1), C (p.coeff i).re * X ^ i, ?_, ?_⟩
  · apply natDegree_sum_le_of_forall_le
    intro i hi
    exact (natDegree_C_mul_X_pow_le _ _).trans (Nat.lt_succ_iff.mp (Finset.mem_range.mp hi))
  · intro x
    rw [eval_finset_sum, eval_eq_sum_range, Complex.re_sum]
    refine Finset.sum_congr rfl fun i _ => ?_
    rw [← Complex.ofReal_pow]
    simp [Complex.mul_re]

end

end ExistsRealPart
```

The compiler's answer:

```
Main.lean:19:8: warning: `Polynomial.eval_finset_sum` has been deprecated: Use `Polynomial.eval_finsetSum` instead
Main.lean:18:2: error: unsolved goals
case refine_2
p : ℂ[X]
x : ℝ
i : ℕ
x✝ : i ∈ Finset.range (p.natDegree + 1)
⊢ (p.coeff i).re * x ^ i = (p.coeff i).re * (↑x ^ i).re - (p.coeff i).im * (↑x ^ i).im
```

What went wrong. The error is in the term-by-term comparison. The step `rw [← Complex.ofReal_pow]` writes the power as `↑(x ^ i)`, a real number cast to the complex numbers, whose real part is `x ^ i` and whose imaginary part is zero. But `Complex.ofReal_pow` is itself a simp lemma, so the following `simp` turns the power back into `↑x ^ i`. After `Complex.mul_re` expands the product, the goal contains `(↑x ^ i).re` and `(↑x ^ i).im`, to which `Complex.ofReal_re` and `Complex.ofReal_im` do not apply, because the cast is now inside the power.

The repair replaces `simp` with explicit rewrites, so the cast stays outside the power. `Complex.mul_re` expands the product, the two cast lemmas evaluate its parts, and `mul_zero` and `sub_zero` remove the vanishing term. The `eval` lemmas then reduce the left side to the same expression.

The warning is separate: `eval_finset_sum` is a deprecated name, and changing it to `eval_finsetSum` is mere tidying.

Fix (accepted with no message):

```diff
@@ -17,8 +17,8 @@
     exact (natDegree_C_mul_X_pow_le _ _).trans (Nat.lt_succ_iff.mp (Finset.mem_range.mp hi))
   · intro x
-    rw [eval_finset_sum, eval_eq_sum_range, Complex.re_sum]
+    rw [eval_finsetSum, eval_eq_sum_range, Complex.re_sum]
     refine Finset.sum_congr rfl fun i _ => ?_
-    rw [← Complex.ofReal_pow]
-    simp [Complex.mul_re]
+    rw [← Complex.ofReal_pow, Complex.mul_re, Complex.ofReal_re, Complex.ofReal_im, mul_zero,
+      sub_zero, eval_mul, eval_C, eval_pow, eval_X]
 
 end
```
